# Static polarizability of neutral graphene from its interband absorption

Take neutral graphene as non-interacting Dirac electrons of velocity v at zero temperature, with ħ = 1 and the fourfold spin and valley degeneracy included. The theorem says that for `v, q > 0` its static polarizability at wavevector q is q/(4v), where the polarizability is minus the static density response per unit area, so that it is positive. The file defines it by a Kramers-Kronig integral, 2/π times the integral of A(w)/w over frequencies w > vq. Here A(w) = q²/(4√(w² − v²q²)) is the interband absorption, meaning the size of the imaginary part of the same density response. This formula for A is taken as a definition and is not derived from the electronic bands.

The proof shows that −(q/(4v)) arcsin(vq/w) is an antiderivative of the integrand, continuous at the threshold w = vq and tending to 0 as w → ∞. Since the integrand is nonnegative, a Mathlib theorem should then give the integral as the limit at infinity minus the value at the threshold.

As first written in Lean, the proof fails:

```lean
import Mathlib

open Filter Set
open scoped Real Topology

namespace NeutralPolarizabilityEq

noncomputable section

/-- Interband absorption of neutral graphene at wavevector `q` and frequency `w`, for `w > v q`. -/
def interbandAbsorption (v q w : ℝ) : ℝ := q ^ 2 / (4 * √(w ^ 2 - (v * q) ^ 2))

/-- Static polarizability of neutral graphene as the Kramers-Kronig integral of its
interband absorption, for `v, q > 0`. -/
def neutralPolarizability (v q : ℝ) : ℝ :=
  2 / π * ∫ w in Ioi (v * q), interbandAbsorption v q w / w

/-- For `v, q > 0` the static polarizability of neutral graphene is `q / (4 v)`. -/
theorem neutralPolarizability_eq {v q : ℝ} (hv : 0 < v) (hq : 0 < q) :
    neutralPolarizability v q = q / (4 * v) := by
  have ha : 0 < v * q := mul_pos hv hq
  -- an antiderivative of the integrand is an arcsine
  have hderiv : ∀ w ∈ Ioi (v * q), HasDerivAt
      (fun y : ℝ => -(q / (4 * v)) * Real.arcsin (v * q / y))
      (interbandAbsorption v q w / w) w := by
    intro w hw
    have hw' : v * q < w := hw
    have hw0 : 0 < w := ha.trans hw'
    have hlt : v * q / w < 1 := (div_lt_one hw0).mpr hw'
    have hgt : 0 < v * q / w := div_pos ha hw0
    have hr : 0 < √(w ^ 2 - (v * q) ^ 2) := Real.sqrt_pos.mpr (by nlinarith)
    have hroot : √(1 - (v * q / w) ^ 2) = √(w ^ 2 - (v * q) ^ 2) / w := by
      have h : 1 - (v * q / w) ^ 2 = (w ^ 2 - (v * q) ^ 2) / w ^ 2 := by
        rw [div_pow, sub_div, div_self (pow_ne_zero 2 hw0.ne')]
      rw [h, Real.sqrt_div' _ (sq_nonneg w), Real.sqrt_sq hw0.le]
    have hi : HasDerivAt (fun y : ℝ => v * q / y) (-(v * q) / w ^ 2) w :=
      ((hasDerivAt_const w (v * q)).fun_div (hasDerivAt_id' w) hw0.ne').congr_deriv (by ring)
    have h := (Real.hasDerivAt_arcsin (by linarith) hlt.ne).comp w hi
    refine (h.const_mul (-(q / (4 * v)))).congr_deriv ?_
    rw [hroot, interbandAbsorption]
    generalize √(w ^ 2 - (v * q) ^ 2) = r at hr
    field_simp
  have hcont : ContinuousAt (fun y : ℝ => -(q / (4 * v)) * Real.arcsin (v * q / y)) (v * q) :=
    continuousAt_const.mul (Real.continuous_arcsin.continuousAt.comp
      (continuousAt_const.div continuousAt_id ha.ne'))
  have hlim : Tendsto (fun y : ℝ => -(q / (4 * v)) * Real.arcsin (v * q / y)) atTop (𝓝 0) := by
    have h0 : Tendsto (fun y : ℝ => v * q / y) atTop (𝓝 0) :=
      tendsto_const_nhds.div_atTop tendsto_id
    simpa using ((Real.continuous_arcsin.tendsto 0).comp h0).const_mul (-(q / (4 * v)))
  have hpos : ∀ w ∈ Ioi (v * q), 0 ≤ interbandAbsorption v q w / w := by
    intro w hw
    have hw0 : 0 < w := ha.trans hw
    unfold interbandAbsorption
    positivity
  rw [neutralPolarizability, integral_Ioi_of_hasDerivAt_of_nonneg hcont.continuousWithinAt
    hderiv hpos hlim, div_self ha.ne', Real.arcsin_one]
  have hpi : 2 / π * (π / 2) = 1 := by field_simp
  linear_combination (q / (4 * v)) * hpi

end

end NeutralPolarizabilityEq
```

Lean reports:

```
Main.lean:55:29: error(lean.unknownIdentifier): Unknown identifier `integral_Ioi_of_hasDerivAt_of_nonneg`
Main.lean:20:47: error: unsolved goals
v q : ℝ
hv : 0 < v
hq : 0 < q
ha : 0 < v * q
hderiv :
  ∀ w ∈ Ioi (v * q), HasDerivAt (fun y => -(q / (4 * v)) * Real.arcsin (v * q / y)) (interbandAbsorption v q w / w) w
hcont : ContinuousAt (fun y => -(q / (4 * v)) * Real.arcsin (v * q / y)) (v * q)
hlim : Tendsto (fun y => -(q / (4 * v)) * Real.arcsin (v * q / y)) atTop (𝓝 0)
hpos : ∀ w ∈ Ioi (v * q), 0 ≤ interbandAbsorption v q w / w
⊢ 2 / π * ∫ (w : ℝ) in Ioi (v * q), interbandAbsorption v q w / w = q / (4 * v)
```

Fix (accepted with no message):

```diff
@@ -53,6 +53,6 @@
     unfold interbandAbsorption
     positivity
-  rw [neutralPolarizability, integral_Ioi_of_hasDerivAt_of_nonneg hcont.continuousWithinAt
-    hderiv hpos hlim, div_self ha.ne', Real.arcsin_one]
+  rw [neutralPolarizability, MeasureTheory.integral_Ioi_of_hasDerivAt_of_nonneg
+    hcont.continuousWithinAt hderiv hpos hlim, div_self ha.ne', Real.arcsin_one]
   have hpi : 2 / π * (π / 2) = 1 := by field_simp
   linear_combination (q / (4 * v)) * hpi
```

Diagnosis. The first message says that Lean knows nothing called `integral_Ioi_of_hasDerivAt_of_nonneg`. The theorem exists in Mathlib, but its full name is `MeasureTheory.integral_Ioi_of_hasDerivAt_of_nonneg`. The file opens `Filter` and `Set` but not `MeasureTheory`, so the short name does not lead to it.

The second message is a consequence of the first. The `rw` had already unfolded `neutralPolarizability` when it met the unknown name, and the goal shown is the one left at that point, with the integral still to be evaluated. `hpi`, which is introduced after the `rw`, is missing from the context, so the message says nothing against the closing steps.

The diff writes the name in full. Lean then finds the theorem, which accepts the same four hypotheses as before, and the rest of the proof goes through unchanged. The moved line break is only layout.
